# For a convex energy, separated replicas with integer charges have a least energy linear between neighbouring integers

## The reference line in a delocalisation test

To test a density functional for delocalisation error, one computes the energy of an atom or molecule with M and with M + 1 electrons, joins the two values by a straight line, and compares the functional's energies at fractional electron numbers with that line. The result below gives the line a meaning in terms of whole electrons: for non-interacting copies of a system whose integer-charge energies are convex, it is the least energy per copy at a fractional mean charge.

The model has K replicas of one system, so far apart that their energies add. Replica i holds an integer charge N_i, counted in electrons, and has the energy E(N_i). The total charge is fixed at K M + q, with M an integer and q a whole number from 0 to K. For K > 0 the mean charge per replica is M + q/K, which is usually fractional although no replica holds a fraction of an electron.

The condition on E is convexity on the integers:

2 E(n) ≤ E(n + 1) + E(n − 1) for every n.

Physically, the ionisation energy E(n − 1) − E(n) is at least the electron affinity E(n) − E(n + 1), so moving an electron between two equally charged copies never lowers the energy. This is assumed, not derived from a Hamiltonian.

## What the theorems state

The main theorem, `least_replica_energy`, says that under these conditions the least total energy is

(K − q) E(M) + q E(M + 1).

In Lean, the energy is a function `E : ℤ → ℝ`, and convexity is the hypothesis `IntegerConvex E`. A charge configuration is a function `N : Fin K → ℤ`, so `N i` is N_i with i running from 0 to K − 1. Its energy `totalEnergy E N` is the plain sum, which builds in the absence of interaction between replicas. The set `replicaEnergies E K Q` contains every total energy available at total charge Q, and `IsLeast` says that the stated value belongs to this set and that no member lies below it. The number q is a natural number with `q ≤ K`. The case K = 0 is included, and there both the only available energy and the formula are zero.

Four further theorems complete the picture.

- `least_energy_per_replica`: for convex E and K > 0, the least energy per replica is (1 − q/K) E(M) + (q/K) E(M + 1).
- `minimiser_iff`: if the convexity inequality is strict, a configuration of total charge K M + q has the energy above exactly when every N_i is M or M + 1.
- `convex_iff_two_replicas`: E is convex exactly when, for every M, two replicas sharing the charge 2M have least energy 2 E(M).
- `chargingEnergy_witness`: the charging energy U n²/2 − μ n, with charging constant U > 0 and a real parameter μ that acts as a chemical potential, is strictly convex.

The piecewise linearity condition of density functional theory concerns the exact energy as a function of a fractional electron number. These theorems contain no density and no functional; the fraction enters only as the mean q/K over finitely many replicas. In Lean, E is defined on all integers, while a real system has no fewer than zero electrons. A convex energy known for n ≥ 0 can be continued to negative n with the constant increment E(1) − E(0). It stays convex, and for M ≥ 0 the least energy is unchanged, because it is attained with the charges M and M + 1.

## From ordered increments to the least energy

Write d(k) = E(k + 1) − E(k) for the cost of adding one electron at charge k. Convexity at n = k + 1 reads 2 E(k + 1) ≤ E(k + 2) + E(k), which is

d(k) ≤ d(k + 1).

The increments therefore never decrease. For a whole number j ≥ 0, going up from M gives

E(M + j) = E(M) + d(M) + … + d(M + j − 1) ≥ E(M) + j d(M),

and going down gives

E(M − j) = E(M) − d(M − 1) − … − d(M − j) ≥ E(M) − j d(M).

Together they say that E lies on or above the line through its values at M and M + 1,

E(n) ≥ E(M) + (n − M) d(M) for every integer n.

Now put n = N_i and sum over the replicas. The right-hand side depends only on the total charge:

Σ_i E(N_i) ≥ K E(M) + (Σ_i N_i − K M) d(M)
= K E(M) + q (E(M + 1) − E(M))
= (K − q) E(M) + q E(M + 1).

The bound is attained by giving q replicas the charge M + 1 and the other K − q the charge M. Their total charge is q(M + 1) + (K − q)M = K M + q, as required. For K > 0, division by K gives the interpolation formula.

Suppose next that convexity is strict, so that d(k) < d(k + 1). If n ≤ M − 1, the line through M − 1 and M gives

E(n) ≥ E(M) + (n − M) d(M − 1) > E(M) + (n − M) d(M),

because n − M is negative. If n ≥ M + 2, the line through M + 1 and M + 2 gives

E(n) ≥ E(M + 1) + (n − M − 1) d(M + 1) > E(M + 1) + (n − M − 1) d(M) = E(M) + (n − M) d(M).

One replica with a charge other than M or M + 1 thus lifts the total above the minimum. If all charges are M or M + 1, every term lies on the line and the total equals the minimum.

For the two-replica criterion, K = 2 and q = 0 give one direction. For the other, the charges n + 1 and n − 1 sum to 2n, so a least energy of 2 E(n) implies 2 E(n) ≤ E(n + 1) + E(n − 1). For the charging energy,

E(n + 1) + E(n − 1) − 2 E(n) = U,

which is positive.

## The line in code, and the Hubbard term

For Q electrons on K > 0 replicas, Python's `M, q = divmod(Q, K)` returns the M and q of the theorem, and the reference energy is `(K - q) * E[M] + q * E[M + 1]`, with `E` a table of energies computed for consecutive integer charges, M and M + 1 among them. If the energies in the table are convex, this is the least total energy among configurations whose charges lie in the table, and no search over them is needed.

Between integer charges, an approximate functional often gives a smooth curve instead of the line. If it continues the quadratic charging energy, then at charge M + x, with 0 ≤ x ≤ 1, it gives

(1 − x) E(M) + x E(M + 1) − (U/2) x(1 − x).

It lies below the line by up to U/8, at x = 1/2. In this quadratic model, adding (U/2) x(1 − x), the form that a common Hubbard correction takes for a single spin orbital of occupation x, restores the line.

## Without convexity, an uneven sharing can cost less

Let E(n) = 0 for even n and E(n) = 1 for odd n. Convexity fails at n = 1, since 2 E(1) = 2 while E(2) + E(0) = 0. Two replicas sharing two electrons have M = 1 and q = 0, so the formula gives 2. The charges 0 and 2 give a total energy of 0. Here the two electrons pair on one copy, and the formula no longer gives the least energy.

## The Lean file

```lean
import Mathlib

open Finset

namespace PiecewiseLinearity

noncomputable section

/-- Convexity of the energy on integer charges: moving one electron between two
equally charged copies does not lower the energy. -/
def IntegerConvex (E : ℤ → ℝ) : Prop :=
  ∀ n, 2 * E n ≤ E (n + 1) + E (n - 1)

/-- Strict convexity of the energy on integer charges: moving one electron between two
equally charged copies costs energy. -/
def StrictIntegerConvex (E : ℤ → ℝ) : Prop :=
  ∀ n, 2 * E n < E (n + 1) + E (n - 1)

/-- The energy of `K` separated replicas, the `i`-th of which holds the charge `N i`. -/
def totalEnergy (E : ℤ → ℝ) {K : ℕ} (N : Fin K → ℤ) : ℝ :=
  ∑ i, E (N i)

/-- The total energies available to `K` replicas that share the total charge `Q`
in integer portions. -/
def replicaEnergies (E : ℤ → ℝ) (K : ℕ) (Q : ℤ) : Set ℝ :=
  {e | ∃ N : Fin K → ℤ, ∑ i, N i = Q ∧ totalEnergy E N = e}

/-- A convex energy lies, at every integer charge, on or above the straight line through
its values at `M` and `M + 1`. -/
theorem supporting_line {E : ℤ → ℝ} (hE : IntegerConvex E) (M n : ℤ) :
    E M + ((n : ℝ) - M) * (E (M + 1) - E M) ≤ E n := by
  -- the cost of adding one electron never decreases as the charge goes up
  have mono : Monotone (fun k : ℤ => E (k + 1) - E k) :=
    monotone_int_of_le_succ (fun k => by
      have h := hE (k + 1)
      rw [show k + 1 - 1 = k by ring] at h
      show E (k + 1) - E k ≤ E (k + 1 + 1) - E (k + 1)
      linarith)
  -- walk upwards from M, one electron at a time
  have up : ∀ j : ℕ, E M + (j : ℝ) * (E (M + 1) - E M) ≤ E (M + (j : ℤ)) := by
    intro j
    induction j with
    | zero => simp
    | succ j ih =>
      have h : E (M + 1) - E M ≤ E (M + (j : ℤ) + 1) - E (M + (j : ℤ)) :=
        mono (show M ≤ M + (j : ℤ) by omega)
      rw [show M + ((j + 1 : ℕ) : ℤ) = M + (j : ℤ) + 1 by omega]
      push_cast
      linarith
  -- and downwards
  have down : ∀ j : ℕ, E M - (j : ℝ) * (E (M + 1) - E M) ≤ E (M - (j : ℤ)) := by
    intro j
    induction j with
    | zero => simp
    | succ j ih =>
      have h : E (M - (j : ℤ) - 1 + 1) - E (M - (j : ℤ) - 1) ≤ E (M + 1) - E M :=
        mono (show M - (j : ℤ) - 1 ≤ M by omega)
      rw [show M - (j : ℤ) - 1 + 1 = M - (j : ℤ) by ring] at h
      rw [show M - ((j + 1 : ℕ) : ℤ) = M - (j : ℤ) - 1 by omega]
      push_cast
      linarith
  rcases le_total M n with h | h
  · obtain ⟨j, hj⟩ := Int.eq_ofNat_of_zero_le (sub_nonneg.2 h)
    obtain rfl : n = M + (j : ℤ) := by omega
    have := up j
    push_cast
    linarith
  · obtain ⟨j, hj⟩ := Int.eq_ofNat_of_zero_le (sub_nonneg.2 h)
    obtain rfl : n = M - (j : ℤ) := by omega
    have := down j
    push_cast
    linarith

/-- A strictly convex energy lies strictly above the line through its values at `M` and
`M + 1` at every other integer charge. -/
theorem strict_supporting_line {E : ℤ → ℝ} (hE : StrictIntegerConvex E) {M n : ℤ}
    (h0 : n ≠ M) (h1 : n ≠ M + 1) :
    E M + ((n : ℝ) - M) * (E (M + 1) - E M) < E n := by
  have hc : IntegerConvex E := fun k => (hE k).le
  rcases (show n + 1 ≤ M ∨ M + 2 ≤ n by omega) with h | h
  · -- compare with the line through M - 1 and M, which has a smaller slope
    have l := supporting_line hc (M - 1) n
    rw [show M - 1 + 1 = M by ring] at l
    have hr : (n : ℝ) + 1 ≤ M := by exact_mod_cast h
    have hp : (0 : ℝ) < M - n := by linarith
    push_cast at l
    nlinarith [mul_pos hp (sub_pos.2 (hE M))]
  · -- compare with the line through M + 1 and M + 2, which has a larger slope
    have l := supporting_line hc (M + 1) n
    have s := hE (M + 1)
    rw [show M + 1 - 1 = M by ring] at s
    have hr : (M : ℝ) + 2 ≤ n := by exact_mod_cast h
    have hp : (0 : ℝ) < n - M - 1 := by linarith
    push_cast at l
    nlinarith [mul_pos hp (sub_pos.2 s)]

/-- Summed over the replicas, the line through the energies at `M` and `M + 1` depends only
on the total charge. -/
theorem sum_line (E : ℤ → ℝ) {K q : ℕ} {M : ℤ} {N : Fin K → ℤ}
    (hN : ∑ i, N i = K * M + q) :
    ∑ i, (E M + ((N i : ℝ) - M) * (E (M + 1) - E M)) =
      ((K : ℝ) - q) * E M + q * E (M + 1) := by
  have h : ∑ i, (N i : ℝ) = K * M + q := by exact_mod_cast hN
  rw [Finset.sum_add_distrib, ← Finset.sum_mul, Finset.sum_sub_distrib, h]
  simp only [Finset.sum_const, Finset.card_univ, Fintype.card_fin, nsmul_eq_mul]
  ring

/-- For a convex energy, `K` replicas sharing the charge `K M + q` in integer portions,
with `0 ≤ q ≤ K`, have the least total energy `(K - q) E(M) + q E(M + 1)`. -/
theorem least_replica_energy {E : ℤ → ℝ} (hE : IntegerConvex E) {K q : ℕ}
    (hq : q ≤ K) (M : ℤ) :
    IsLeast (replicaEnergies E K (K * M + q))
      (((K : ℝ) - q) * E M + q * E (M + 1)) := by
  constructor
  · -- q replicas take the charge M + 1, the remaining r keep M
    obtain ⟨r, rfl⟩ := Nat.exists_eq_add_of_le hq
    refine ⟨Fin.append (fun _ : Fin q => M + 1) (fun _ : Fin r => M), ?_, ?_⟩
    · simp only [Fin.sum_univ_add, Fin.append_left, Fin.append_right, Finset.sum_const,
        Finset.card_univ, Fintype.card_fin, nsmul_eq_mul]
      push_cast
      ring
    · simp only [totalEnergy, Fin.sum_univ_add, Fin.append_left, Fin.append_right,
        Finset.sum_const, Finset.card_univ, Fintype.card_fin, nsmul_eq_mul]
      push_cast
      ring
  · -- no configuration lies below the summed line
    rintro e ⟨N, hN, rfl⟩
    rw [← sum_line E hN]
    exact Finset.sum_le_sum (fun i _ => supporting_line hE M (N i))

/-- For a convex energy, `K > 0` and `0 ≤ q ≤ K`, the least energy per replica at the mean charge `M
+ q / K` is the linear interpolation between `E(M)` and `E(M + 1)`. -/
theorem least_energy_per_replica {E : ℤ → ℝ} (hE : IntegerConvex E) {K q : ℕ}
    (hK : 0 < K) (hq : q ≤ K) (M : ℤ) :
    IsLeast ((fun e : ℝ => e / K) '' replicaEnergies E K (K * M + q))
      ((1 - (q : ℝ) / K) * E M + (q : ℝ) / K * E (M + 1)) := by
  obtain ⟨hmem, hlow⟩ := least_replica_energy hE hq M
  have h1 : (K : ℝ) / K = 1 := div_self (Nat.cast_ne_zero.2 hK.ne')
  have key : (1 - (q : ℝ) / K) * E M + (q : ℝ) / K * E (M + 1) =
      (((K : ℝ) - q) * E M + q * E (M + 1)) / K := by
    linear_combination (-(E M)) * h1
  rw [key]
  refine ⟨⟨_, hmem, rfl⟩, ?_⟩
  rintro _ ⟨e, he, rfl⟩
  have h := hlow he
  change _ / (K : ℝ) ≤ e / (K : ℝ)
  gcongr

/-- For a strictly convex energy, a configuration of total charge `K M + q` has the energy
`(K - q) E(M) + q E(M + 1)` exactly when every replica holds `M` or `M + 1`. -/
theorem minimiser_iff {E : ℤ → ℝ} (hE : StrictIntegerConvex E) {K q : ℕ} {M : ℤ}
    {N : Fin K → ℤ} (hN : ∑ i, N i = K * M + q) :
    totalEnergy E N = ((K : ℝ) - q) * E M + q * E (M + 1) ↔
      ∀ i, N i = M ∨ N i = M + 1 := by
  rw [totalEnergy, ← sum_line E hN]
  constructor
  · intro h i
    by_contra hc
    rw [not_or] at hc
    -- a single replica off the two charges makes the bound strict
    have hlt := Finset.sum_lt_sum
      (fun j (_ : j ∈ Finset.univ) => supporting_line (fun k => (hE k).le) M (N j))
      ⟨i, Finset.mem_univ i, strict_supporting_line hE hc.1 hc.2⟩
    exact hlt.ne' h
  · intro h
    refine Finset.sum_congr rfl (fun i _ => ?_)
    rcases h i with hi | hi
    · rw [hi]
      ring
    · rw [hi]
      push_cast
      ring

/-- The energy is convex on the integers exactly when, for every `M`, two replicas sharing
the charge `2 M` have the least energy `2 E(M)`. -/
theorem convex_iff_two_replicas (E : ℤ → ℝ) :
    IntegerConvex E ↔ ∀ M : ℤ, IsLeast (replicaEnergies E 2 (2 * M)) (2 * E M) := by
  constructor
  · intro hE M
    have h := least_replica_energy hE (Nat.zero_le 2) M
    have e1 : ((2 : ℕ) : ℤ) * M + ((0 : ℕ) : ℤ) = 2 * M := by simp
    have e2 : (((2 : ℕ) : ℝ) - ((0 : ℕ) : ℝ)) * E M + ((0 : ℕ) : ℝ) * E (M + 1)
        = 2 * E M := by simp
    rw [e1, e2] at h
    exact h
  · intro h n
    -- test the minimum against the charges n + 1 and n - 1
    have h2 : 2 * E n ≤ totalEnergy E ![n + 1, n - 1] :=
      (h n).2 ⟨![n + 1, n - 1], by
        rw [Fin.sum_univ_two]
        change n + 1 + (n - 1) = 2 * n
        ring, rfl⟩
    rw [totalEnergy, Fin.sum_univ_two] at h2
    exact h2

/-- The quadratic charging energy `U n² / 2 - μ n`. -/
def chargingEnergy (U μ : ℝ) (n : ℤ) : ℝ :=
  U / 2 * (n : ℝ) ^ 2 - μ * n

/-- The quadratic charging energy with `U > 0` is strictly convex on the integers. -/
theorem chargingEnergy_witness {U : ℝ} (hU : 0 < U) (μ : ℝ) :
    StrictIntegerConvex (chargingEnergy U μ) := by
  intro n
  simp only [chargingEnergy]
  push_cast
  nlinarith [hU]

end

end PiecewiseLinearity
```

```lean
#print axioms PiecewiseLinearity.least_energy_per_replica
#print axioms PiecewiseLinearity.minimiser_iff
#print axioms PiecewiseLinearity.convex_iff_two_replicas
```

```
'PiecewiseLinearity.least_energy_per_replica' depends on axioms: [propext, Classical.choice, Quot.sound]
'PiecewiseLinearity.minimiser_iff' depends on axioms: [propext, Classical.choice, Quot.sound]
'PiecewiseLinearity.convex_iff_two_replicas' depends on axioms: [propext, Classical.choice, Quot.sound]
```

## How the proof follows the derivation

`supporting_line` proves the bound by the line. Its step `mono` obtains d(k) ≤ d(k + 1) from convexity at k + 1, through `monotone_int_of_le_succ`. The steps `up` and `down` are inductions on the number of electrons added to or removed from M; each induction step compares one more increment with d(M), and `linarith` adds it to the bound already found. The final case split decides whether n lies above or below M and writes the distance as a natural number.

`strict_supporting_line` treats n ≤ M − 1 and n ≥ M + 2 separately and applies `supporting_line` at M − 1 or M + 1, as in the derivation. The strict gain is a product of two positive numbers, a distance in charge and a difference of neighbouring increments. That product is handed to `nlinarith` through `mul_pos`.

`sum_line` is the summation step: it distributes the sum, inserts the total charge and collects terms with `ring`. It doesn't use `q ≤ K`, which is needed only to attain the bound.

In `least_replica_energy`, `constructor` separates attainment from the lower bound. For attainment, K is written as q + r, and `Fin.append` joins q replicas of charge M + 1 to r replicas of charge M; the two remaining goals check the total charge and the total energy. For the lower bound, the value is rewritten as the summed line and `Finset.sum_le_sum` compares it with the energies replica by replica.

`least_energy_per_replica` carries this minimum through division by K. The identity `key` matches the interpolation formula with the divided total, and `gcongr` uses the fact that dividing by a positive number preserves order.

`minimiser_iff` also starts from the summed line. If some replica had a charge other than M or M + 1, `Finset.sum_lt_sum` would make the total strictly larger, contradicting the assumed equality. In the other direction, the two allowed charges are substituted and each term agrees with the line.

In `convex_iff_two_replicas`, the forward direction specialises the main theorem to K = 2 and q = 0. The reverse direction tests the minimum against the configuration `![n + 1, n - 1]`. Finally, `chargingEnergy_witness` expands the quadratic and leaves the positivity of U to `nlinarith`.
